# One change of basis brings two anticommuting complex involutions to a standard block form

A calculation with the free Dirac Hamiltonian in one space dimension,

H = pα + μβ,

usually begins by replacing the abstract matrices β and α with explicit ones, such as the Pauli matrices σz and σx. Here p is the momentum and μ the mass, in units with ħ = c = 1. The replacement is safe for every quantity that is unchanged both by similarity and by repeating the matrices in identical diagonal blocks, such as the set of energies (without their degeneracies) at given p and μ, provided that any other choice of β and α differs from this one only by a change of basis and by the number of copies.

The claim is as follows. Let β and α be complex n×n matrices with

β² = α² = 1, βα = −αβ.

Then n = 2m for some m, and one invertible matrix S gives

S⁻¹βS = [[1, 0], [0, −1]], S⁻¹αS = [[0, 1], [1, 0]],

where the rows are listed in order and each entry is an m×m block. The letter m always denotes the block size, not the mass.

## From a projector to the new basis

Set P = (1 + β)/2. Since β² = 1,

P² = (1 + 2β + β²)/4 = (1 + β)/2 = P,

βP = Pβ = P.

So P projects onto the subspace where β = 1. Anticommutation gives αβα = −βα² = −β, and therefore

αPα = (α² + αβα)/2 = (1 − β)/2,

P + αPα = 1.

Let m be the dimension of the range of P, and let the columns of the n×m matrix B be a basis of that range. Every vector Px has unique coordinates in this basis. They depend linearly on x, so they can be written Cx with an m×n matrix C, and P = BC. Because P leaves its own range fixed, BCB = PB = B. The columns of B are independent, so CB = 1.

The relations for P pass to B and C:

βB = βPB = PB = B,

Cβ = CBCβ = CPβ = CP = C.

The matrix α has no elements inside the subspace β = 1, because

CαB = CαβB = −CβαB = −CαB,

and hence CαB = 0.

The new basis consists of the columns of B followed by their images under α. Put S = [B, αB], and let T be the matrix with C stacked above Cα. Then

TS = [[CB, CαB], [CαB, Cα²B]] = [[1, 0], [0, 1]],

ST = BC + αBCα = P + αPα = 1.

So T = S⁻¹. Since ST and TS have the same trace, n = 2m. Finally,

βS = [B, −αB], αS = [αB, B].

Multiplying by T from the left turns the first into diag(1, −1) and the second into the block exchange.

## A 2×2 pair worked through, and two pairs that fail

Take

β = [[1, 2], [0, −1]], α = [[1, 0], [−1, −1]].

Both square to one, and they anticommute, although neither is Hermitian. The projector is P = [[1, 1], [0, 0]], so B can be the column (1, 0) and C the row (1, 1). Then αB is the column (1, −1), Cα is the row (0, −1), and

S = T = [[1, 1], [0, −1]].

Direct multiplication gives TS = 1, TβS = [[1, 0], [0, −1]] and TαS = [[0, 1], [1, 0]].

Without anticommutation the claim fails already at n = 1: β = α = 1 are involutions, but the size is odd. Without α² = 1 it fails for β = 1 and α = 0, again at n = 1, where the anticommutation relation holds because both products vanish.

## The Dirac relations and the standard matrices in Lean

```lean
import Mathlib

open Matrix

namespace DiracAlgebraOnePlusOne
```

The algebra is recorded as a property of two matrices over any finite index set.

```lean
/-- The Dirac algebra in 1+1 dimensions: `β` and `α` square to one and anticommute. -/
structure IsDiracPair {ι : Type*} [Fintype ι] [DecidableEq ι]
    (β α : Matrix ι ι ℂ) : Prop where
  beta_sq : β * β = 1
  alpha_sq : α * α = 1
  anti : β * α = -(α * β)
```

The three fields are the three relations and nothing more. Hermiticity, which the matrices of a physical Hamiltonian have in an orthonormal basis, is not assumed.

```lean
/-- The standard mass matrix `diag(1, -1)` with `m` by `m` blocks. -/
def stdBeta (m : ℕ) : Matrix (Fin m ⊕ Fin m) (Fin m ⊕ Fin m) ℂ :=
  fromBlocks 1 0 0 (-1)

/-- The standard velocity matrix, which exchanges the two blocks of size `m`. -/
def stdAlpha (m : ℕ) : Matrix (Fin m ⊕ Fin m) (Fin m ⊕ Fin m) ℂ :=
  fromBlocks 0 1 1 0
```

The index type `Fin m ⊕ Fin m` labels a basis vector by its block and its position within the block. For m = 1 the two matrices are σz and σx.

```lean
/-- The standard matrices satisfy the Dirac relations for every block size. -/
theorem isDiracPair_witness (m : ℕ) : IsDiracPair (stdBeta m) (stdAlpha m) := by
  constructor <;> simp [stdBeta, stdAlpha, fromBlocks_multiply, fromBlocks_neg]
```

The standard pair therefore satisfies the relations for every m, as block multiplication confirms.

## Factoring a projector through its range

The next lemma supplies B and C for any idempotent matrix, orthogonal projector or not.

```lean
/-- A projector `P` factors as `B * C` with `C * B = 1` on a space of some dimension `m`. -/
theorem projector_factorization {n : ℕ} (P : Matrix (Fin n) (Fin n) ℂ) (hP : P * P = P) :
    ∃ (m : ℕ) (B : Matrix (Fin n) (Fin m) ℂ) (C : Matrix (Fin m) (Fin n) ℂ),
      B * C = P ∧ C * B = 1 := by
  let L := Matrix.toLin' P
  -- the columns of `B` are a basis of the range of `P`
  let b := Module.finBasis ℂ (LinearMap.range L)
  refine ⟨_, LinearMap.toMatrix b (Pi.basisFun ℂ (Fin n)) (LinearMap.range L).subtype,
    LinearMap.toMatrix (Pi.basisFun ℂ (Fin n)) b L.rangeRestrict, ?_, ?_⟩
  · rw [← LinearMap.toMatrix_comp]
    have h : (LinearMap.range L).subtype ∘ₗ L.rangeRestrict = L :=
      LinearMap.ext fun _ => rfl
    rw [h, LinearMap.toMatrix_eq_toMatrix']
    exact LinearMap.toMatrix'_toLin' P
  · rw [← LinearMap.toMatrix_comp]
    have h : L.rangeRestrict ∘ₗ (LinearMap.range L).subtype = LinearMap.id := by
      apply LinearMap.ext
      rintro ⟨_, x, rfl⟩
      apply Subtype.ext
      change L (L x) = L x
      simp only [L, Matrix.toLin'_apply, Matrix.mulVec_mulVec, hP]
    rw [h, LinearMap.toMatrix_id]
```

The matrix `P` is read as a linear map `L`, and `b` is a basis of its range. `B` is the matrix of the inclusion of the range into the full space, and `C` is the matrix of `L` regarded as a map onto its range. Composing them in one order gives `L`, hence `B * C = P`. In the other order they give the identity on the range, because `L (L x) = L x`; this is `C * B = 1`.

## The standard form and the even dimension

The main theorem says that for every Dirac pair of size n there is an m with `n = 2 * m`, together with matrices `S` and `T` that are inverse to each other and bring β and α to `stdBeta m` and `stdAlpha m`. Lean treats `Fin n` and `Fin m ⊕ Fin m` as different index types, so invertibility is expressed by the two equations `S * T = 1` and `T * S = 1`. The size n = 0 is allowed and gives m = 0; for n > 0 the blocks are non-empty.

The theorem does not claim that `S` is unitary, so the change of basis need not preserve inner products. It concerns two generators only, and says nothing about the four matrices needed in three space dimensions.

```lean
/-- Matrices obeying the 1+1 dimensional Dirac relations have even size `2m`, and one change of
basis `S`, with inverse `T`, brings both of them to the standard block form. -/
theorem dirac_standard_form {n : ℕ} {β α : Matrix (Fin n) (Fin n) ℂ} (h : IsDiracPair β α) :
    ∃ m : ℕ, n = 2 * m ∧
      ∃ (S : Matrix (Fin n) (Fin m ⊕ Fin m) ℂ) (T : Matrix (Fin m ⊕ Fin m) (Fin n) ℂ),
        S * T = 1 ∧ T * S = 1 ∧ T * β * S = stdBeta m ∧ T * α * S = stdAlpha m := by
  have hαβ : α * β = -(β * α) := by rw [h.anti, neg_neg]
  -- the projector onto the subspace `β = 1`
  have hsq : (1 + β) * (1 + β) = (2 : ℂ) • (1 + β) := by
    simp only [add_mul, mul_add, h.beta_sq, one_mul, mul_one]
    module
  have hP : ((1 / 2 : ℂ) • (1 + β)) * ((1 / 2 : ℂ) • (1 + β)) = (1 / 2 : ℂ) • (1 + β) := by
    rw [smul_mul_smul_comm, hsq, smul_smul]
    congr 1
    norm_num
  have hβP : β * ((1 / 2 : ℂ) • (1 + β)) = (1 / 2 : ℂ) • (1 + β) := by
    rw [mul_smul_comm, mul_add, mul_one, h.beta_sq, add_comm β 1]
  have hPβ : ((1 / 2 : ℂ) • (1 + β)) * β = (1 / 2 : ℂ) • (1 + β) := by
    rw [smul_mul_assoc, add_mul, one_mul, h.beta_sq, add_comm β 1]
  have hαPα : α * ((1 / 2 : ℂ) • (1 + β)) * α = (1 / 2 : ℂ) • (1 - β) := by
    have h1 : α * β * α = -β := by
      rw [hαβ, neg_mul, mul_assoc, h.alpha_sq, mul_one]
    simp only [mul_smul_comm, smul_mul_assoc, mul_add, add_mul, mul_one, h.alpha_sq, h1]
    module
  obtain ⟨m, B, C, hBC, hCB⟩ := projector_factorization _ hP
  have hβB : β * B = B := by
    calc β * B = β * (B * (C * B)) := by rw [hCB, Matrix.mul_one]
      _ = (β * (B * C)) * B := by simp only [Matrix.mul_assoc]
      _ = (B * C) * B := by rw [hBC, hβP]
      _ = B := by rw [Matrix.mul_assoc, hCB, Matrix.mul_one]
  have hCβ : C * β = C := by
    calc C * β = (C * B) * C * β := by rw [hCB, Matrix.one_mul]
      _ = C * ((B * C) * β) := by simp only [Matrix.mul_assoc]
      _ = C * (B * C) := by rw [hBC, hPβ]
      _ = C := by rw [← Matrix.mul_assoc, hCB, Matrix.one_mul]
  -- `α` has no matrix elements inside the subspace `β = 1`
  have hneg : C * α * B = -(C * α * B) := by
    calc C * α * B = C * α * (β * B) := by rw [hβB]
      _ = C * (α * β) * B := by simp only [Matrix.mul_assoc]
      _ = -(C * β * α * B) := by
        rw [hαβ]
        simp only [Matrix.mul_neg, Matrix.neg_mul, Matrix.mul_assoc]
      _ = -(C * α * B) := by rw [hCβ]
  have hCαB : C * α * B = 0 := by
    ext i j
    have hij := congrFun (congrFun hneg i) j
    rw [Matrix.neg_apply] at hij
    rw [Matrix.zero_apply]
    linear_combination hij / 2
  have hCαB' : C * (α * B) = 0 := by rw [← Matrix.mul_assoc, hCαB]
  have hααB : α * (α * B) = B := by
    rw [← Matrix.mul_assoc, h.alpha_sq, Matrix.one_mul]
  have hCααB : C * α * (α * B) = 1 := by rw [Matrix.mul_assoc, hααB, hCB]
  have hβαB : β * (α * B) = -(α * B) := by
    rw [← Matrix.mul_assoc, h.anti, Matrix.neg_mul, Matrix.mul_assoc, hβB]
  -- the new basis: the subspace `β = 1` followed by its image under `α`
  have hST : fromCols B (α * B) * fromRows C (C * α) = 1 := by
    have h1 : α * B * (C * α) = α * (B * C) * α := by simp only [Matrix.mul_assoc]
    rw [fromCols_mul_fromRows, h1, hBC, hαPα]
    module
  have hTS : fromRows C (C * α) * fromCols B (α * B) = 1 := by
    rw [fromRows_mul_fromCols, hCB, hCαB', hCαB, hCααB, fromBlocks_one]
  refine ⟨m, ?_, fromCols B (α * B), fromRows C (C * α), hST, hTS, ?_, ?_⟩
  · -- compare the traces of the two identity matrices
    have ht := Matrix.trace_mul_comm (fromCols B (α * B)) (fromRows C (C * α))
    rw [hST, hTS] at ht
    simp only [Matrix.trace_one, Fintype.card_sum, Fintype.card_fin] at ht
    have hn : n = m + m := by exact_mod_cast ht
    omega
  · rw [Matrix.mul_assoc, mul_fromCols, fromRows_mul_fromCols]
    simp only [hβB, hβαB, Matrix.mul_neg, hCB, hCαB', hCαB, hCααB, neg_zero, stdBeta]
  · rw [Matrix.mul_assoc, mul_fromCols, fromRows_mul_fromCols]
    simp only [hααB, hCB, hCαB', hCαB, hCααB, stdAlpha]
```

The proof follows the derivation above. The facts `hP`, `hβP`, `hPβ` and `hαPα` are the projector identities, with P written out as `(1 / 2 : ℂ) • (1 + β)`; the tactic `module` settles the arithmetic with scalar multiples. The `calc` chains for `hβB` and `hCβ` insert `C * B = 1`, regroup the product and use the projector identities. In `hneg` the matrix CαB is shown to equal its own negative, and `hCαB` concludes entry by entry that it vanishes.

`fromCols B (α * B)` is S and `fromRows C (C * α)` is T. The products `hST` and `hTS` are the two computed by hand. The trace comparison first yields n = m + m as an equation between complex numbers, which is then carried back to the natural numbers. The last two goals are the block products for β and α.

## Any two pairs of equal size are similar

```lean
/-- Any two pairs of Dirac matrices of the same size are related by one similarity
transformation `U`. -/
theorem dirac_pairs_equivalent {n : ℕ} {β α β' α' : Matrix (Fin n) (Fin n) ℂ}
    (h : IsDiracPair β α) (h' : IsDiracPair β' α') :
    ∃ U : (Matrix (Fin n) (Fin n) ℂ)ˣ,
      U.val * β * U.inv = β' ∧ U.val * α * U.inv = α' := by
  obtain ⟨m, hm, S, T, hST, hTS, hβ, hα⟩ := dirac_standard_form h
  obtain ⟨k, hk, S', T', hST', hTS', hβ', hα'⟩ := dirac_standard_form h'
  obtain rfl : k = m := by omega
  -- pass through the common standard form
  have key : ∀ X X' : Matrix (Fin n) (Fin n) ℂ, T * X * S = T' * X' * S' →
      S' * T * X * (S * T') = X' := by
    intro X X' hX
    calc S' * T * X * (S * T') = S' * (T * X * S) * T' := by simp only [Matrix.mul_assoc]
      _ = (S' * T') * X' * (S' * T') := by rw [hX]; simp only [Matrix.mul_assoc]
      _ = X' := by rw [hST', Matrix.one_mul, Matrix.mul_one]
  have h1 : S' * T * (S * T') = 1 := by
    calc S' * T * (S * T') = S' * (T * S) * T' := by simp only [Matrix.mul_assoc]
      _ = 1 := by rw [hTS, Matrix.mul_one, hST']
  have h2 : S * T' * (S' * T) = 1 := by
    calc S * T' * (S' * T) = S * (T' * S') * T := by simp only [Matrix.mul_assoc]
      _ = 1 := by rw [hTS', Matrix.mul_one, hST]
  exact ⟨⟨S' * T, S * T', h1, h2⟩, key β β' (hβ.trans hβ'.symm), key α α' (hα.trans hα'.symm)⟩
```

Here `U` is an invertible n×n matrix, with `U.val` the matrix and `U.inv` its inverse. Both pairs are brought to standard form, by S, T and by S′, T′. Their block sizes agree because both are half of n. The matrix U = S′T, with inverse ST′, then goes from the first pair to the standard form and on to the second:

UβU⁻¹ = S′(TβS)T′ = S′(T′β′S′)T′ = β′.

The auxiliary statement `key` proves this for a general matrix `X`, so that it serves for β and α alike. `h1` and `h2` show that the two products are inverse to each other.

## Matrices that commute with the standard pair

The basis that produces the standard form is not unique. If S and S₁ both produce it, then S⁻¹S₁ commutes with both standard matrices, so the remaining freedom is governed by their commutant.

```lean
/-- A matrix commutes with both standard Dirac matrices exactly when it acts by the same
`m` by `m` matrix `A` on the two blocks. -/
theorem commutant_standard {m : ℕ} (M : Matrix (Fin m ⊕ Fin m) (Fin m ⊕ Fin m) ℂ) :
    (M * stdBeta m = stdBeta m * M ∧ M * stdAlpha m = stdAlpha m * M) ↔
      ∃ A : Matrix (Fin m) (Fin m) ℂ, M = fromBlocks A 0 0 A := by
  constructor
  · obtain ⟨a, b, c, d, rfl⟩ : ∃ a b c d, M = fromBlocks a b c d :=
      ⟨_, _, _, _, (fromBlocks_toBlocks M).symm⟩
    rintro ⟨h1, h2⟩
    simp only [stdBeta, stdAlpha, fromBlocks_multiply, fromBlocks_inj, Matrix.mul_one,
      Matrix.one_mul, Matrix.mul_zero, Matrix.zero_mul, add_zero, zero_add,
      Matrix.mul_neg, Matrix.neg_mul] at h1 h2
    have hb : -b = b := by tauto
    have hbc : b = c := by tauto
    have had : a = d := by tauto
    have hb0 : b = 0 := by
      ext i j
      have hij := congrFun (congrFun hb i) j
      rw [Matrix.neg_apply] at hij
      rw [Matrix.zero_apply]
      linear_combination -hij / 2
    exact ⟨a, by rw [← hbc, ← had, hb0]⟩
  · rintro ⟨A, rfl⟩
    constructor <;> simp [stdBeta, stdAlpha, fromBlocks_multiply]
```

Write M = [[a, b], [c, d]] in blocks. Commuting with diag(1, −1) requires b = −b and c = −c, so the off-diagonal blocks vanish. Commuting with the block exchange requires a = d and b = c. What remains is M = diag(A, A), and every such M does commute with both. The proof reads these block equations off with `fromBlocks_inj` and again shows entrywise that b = −b forces b = 0. For m = 1 the commutant consists of the multiples of the identity.

## One basis for all momenta and masses

```lean
/-- One change of basis brings the Dirac Hamiltonian `p α + μ β` to the same two-block form for
all values of the momentum `p` and the mass `μ`. -/
theorem dirac_hamiltonian_block_form {n : ℕ} {β α : Matrix (Fin n) (Fin n) ℂ}
    (h : IsDiracPair β α) :
    ∃ (m : ℕ) (S : Matrix (Fin n) (Fin m ⊕ Fin m) ℂ) (T : Matrix (Fin m ⊕ Fin m) (Fin n) ℂ),
      S * T = 1 ∧ T * S = 1 ∧ ∀ p μ : ℝ,
        T * ((p : ℂ) • α + (μ : ℂ) • β) * S =
          fromBlocks ((μ : ℂ) • 1) ((p : ℂ) • 1) ((p : ℂ) • 1) (-((μ : ℂ) • 1)) := by
  obtain ⟨m, -, S, T, hST, hTS, hβ, hα⟩ := dirac_standard_form h
  refine ⟨m, S, T, hST, hTS, fun p μ => ?_⟩
  rw [Matrix.mul_add, Matrix.add_mul, Matrix.mul_smul, Matrix.mul_smul, Matrix.smul_mul,
    Matrix.smul_mul, hβ, hα, stdBeta, stdAlpha, fromBlocks_smul, fromBlocks_smul,
    fromBlocks_add]
  simp only [smul_zero, smul_neg, zero_add, add_zero]

end DiracAlgebraOnePlusOne
```

The order of the quantifiers carries the physics: `S` and `T` are chosen first, and the equation then holds for all real `p` and `μ`. The proof distributes the products over the sum and inserts the two standard forms. The result is

T(pα + μβ)S = [[μ, p], [p, −μ]],

with each number multiplying the m×m identity. For a free particle at fixed momentum in one space dimension, a larger matrix representation thus only repeats the 2×2 problem m times. Diagonalising that 2×2 matrix by hand, a step the Lean code does not take, gives the energies ±√(p² + μ²). A potential or a position-dependent mass is not part of the model.

```lean
#print axioms DiracAlgebraOnePlusOne.dirac_pairs_equivalent
#print axioms DiracAlgebraOnePlusOne.commutant_standard
#print axioms DiracAlgebraOnePlusOne.dirac_hamiltonian_block_form
```

```
'DiracAlgebraOnePlusOne.dirac_pairs_equivalent' depends on axioms: [propext, Classical.choice, Quot.sound]
'DiracAlgebraOnePlusOne.commutant_standard' depends on axioms: [propext, Classical.choice, Quot.sound]
'DiracAlgebraOnePlusOne.dirac_hamiltonian_block_form' depends on axioms: [propext, Classical.choice, Quot.sound]
```
